# The OEP condition alone does not force the singles energy to vanish

An energy in the random-phase approximation (RPA), evaluated on a Kohn–Sham determinant, can carry a singles correction, because the Fock operator may still couple occupied to virtual orbitals. If the local potential behind those orbitals is an exchange-only optimized effective potential (OEP), one that makes the determinant's energy stationary, the couplings obey a condition at every point of space; does that condition make them zero?

In Lean 4 with Mathlib:

```lean
import Mathlib

open Finset

namespace OEPSingles

noncomputable section

variable {O V X : Type*} [Fintype O] [Fintype V]

/-- The left side of the OEP condition at the point `x`, for occupied orbitals `φ`, virtual
orbitals `ψ`, nonzero gaps `D` and occupied-virtual Fock elements `f`. -/
def oepResidual (φ : O → X → ℝ) (ψ : V → X → ℝ) (D f : O → V → ℝ) (x : X) : ℝ :=
  ∑ i, ∑ a, f i a * φ i x * ψ a x / D i a

/-- The singles energy `-∑ f_ia² / D_ia` over spin orbitals, for nonzero gaps `D`. -/
def singlesEnergy (D f : O → V → ℝ) : ℝ := -∑ i, ∑ a, f i a ^ 2 / D i a

/-- With positive gaps, any nonzero occupied-virtual Fock block has negative singles energy. -/
theorem singlesEnergy_neg (D f : O → V → ℝ) (hD : ∀ i a, 0 < D i a) (hf : f ≠ 0) :
    singlesEnergy D f < 0 := by
  have hex : ∃ i a, f i a ≠ 0 := by
    by_contra h
    push Not at h
    exact hf (funext fun i => funext fun a => h i a)
  obtain ⟨i, a, hia⟩ := hex
  have nn : ∀ i a, 0 ≤ f i a ^ 2 / D i a := fun i a =>
    div_nonneg (sq_nonneg _) (hD i a).le
  have hp : 0 < f i a ^ 2 / D i a := div_pos (by positivity) (hD i a)
  have hs : 0 < ∑ i, ∑ a, f i a ^ 2 / D i a :=
    Finset.sum_pos' (fun i _ => Finset.sum_nonneg fun a _ => nn i a)
      ⟨i, Finset.mem_univ _, Finset.sum_pos' (fun a _ => nn i a) ⟨a, Finset.mem_univ _, hp⟩⟩
  unfold singlesEnergy
  linarith

/-- On a finite grid, the OEP condition holds at all points exactly when the sum of
`f_ia v_ia / D_ia` vanishes for every local potential `v` with matrix elements `v_ia`. -/
theorem oep_iff_local_response [Fintype X] (φ : O → X → ℝ) (ψ : V → X → ℝ)
    (D f : O → V → ℝ) :
    (∀ x, oepResidual φ ψ D f x = 0) ↔
      ∀ v : X → ℝ, ∑ i, ∑ a, f i a * (∑ x, φ i x * v x * ψ a x) / D i a = 0 := by
  classical
  -- the response is the residual integrated against the potential
  have key : ∀ v : X → ℝ, ∑ x, v x * oepResidual φ ψ D f x =
      ∑ i, ∑ a, f i a * (∑ x, φ i x * v x * ψ a x) / D i a := by
    intro v
    simp only [oepResidual, Finset.mul_sum, Finset.sum_div]
    rw [Finset.sum_comm]
    refine Finset.sum_congr rfl fun i _ => ?_
    rw [Finset.sum_comm]
    refine Finset.sum_congr rfl fun a _ => Finset.sum_congr rfl fun x _ => ?_
    ring
  constructor
  · intro h v
    rw [← key v]
    exact Finset.sum_eq_zero fun x _ => by rw [h x, mul_zero]
  · intro h x
    have hx := (key (Pi.single x 1)).trans (h _)
    simpa [Pi.single_apply] using hx

/-- With a single occupied orbital that vanishes nowhere, linearly independent virtuals and
positive gaps, the OEP condition at all points forces `f = 0`. -/
theorem oep_one_occupied [Unique O] (φ : O → X → ℝ) (ψ : V → X → ℝ) (D f : O → V → ℝ)
    (hD : ∀ i a, 0 < D i a) (hφ : ∀ x, φ default x ≠ 0) (hψ : LinearIndependent ℝ ψ)
    (h : ∀ x, oepResidual φ ψ D f x = 0) : f = 0 := by
  have hg := Fintype.linearIndependent_iff.1 hψ (fun a => f default a / D default a) (by
    funext x
    -- the occupied orbital factors out of the residual
    have e : φ default x * ∑ a, f default a / D default a * ψ a x =
        oepResidual φ ψ D f x := by
      rw [oepResidual, Finset.mul_sum,
        Fintype.sum_unique (fun i : O => ∑ a, f i a * φ i x * ψ a x / D i a)]
      exact Finset.sum_congr rfl fun a _ => by ring
    simp only [Finset.sum_apply, Pi.smul_apply, smul_eq_mul, Pi.zero_apply]
    exact (mul_eq_zero.1 (e.trans (h x))).resolve_left (hφ x))
  funext i a
  rw [Unique.eq_default i]
  exact (div_eq_zero_iff.1 (hg a)).resolve_right (hD default a).ne'

/-- On a finite grid with as many points as orbitals, at least two occupied and two virtual,
with occupied orthogonal to virtual orbitals and positive gaps, some nonzero `f` satisfies the
OEP condition at all points and has negative singles energy. -/
theorem oep_leaves_singles [Fintype X] (φ : O → X → ℝ) (ψ : V → X → ℝ) (D : O → V → ℝ)
    (hD : ∀ i a, 0 < D i a) (horth : ∀ i a, ∑ x, φ i x * ψ a x = 0)
    (hO : 2 ≤ Fintype.card O) (hV : 2 ≤ Fintype.card V)
    (hX : Fintype.card X = Fintype.card O + Fintype.card V) :
    ∃ f : O → V → ℝ, f ≠ 0 ∧ (∀ x, oepResidual φ ψ D f x = 0) ∧ singlesEnergy D f < 0 := by
  classical
  obtain ⟨x₀⟩ : Nonempty X := Fintype.card_pos_iff.1 (by omega)
  -- impose the condition at all points but one
  let L : (O → V → ℝ) →ₗ[ℝ] ({x : X // x ≠ x₀} → ℝ) :=
    { toFun := fun f x => oepResidual φ ψ D f x.1
      map_add' := by
        intro f g
        funext x
        simp only [oepResidual, Pi.add_apply, add_mul, add_div, Finset.sum_add_distrib]
      map_smul' := by
        intro c f
        funext x
        simp only [oepResidual, Pi.smul_apply, smul_eq_mul, RingHom.id_apply, Finset.mul_sum]
        exact Finset.sum_congr rfl fun i _ => Finset.sum_congr rfl fun a _ => by ring }
  have hex : ∃ f, L f = 0 ∧ f ≠ 0 := by
    by_contra hn
    push Not at hn
    have hle := LinearMap.finrank_le_finrank_of_injective
      ((injective_iff_map_eq_zero L).2 hn)
    simp only [Module.finrank_pi_fintype, Module.finrank_self, Finset.sum_const,
      Finset.card_univ, smul_eq_mul, mul_one] at hle
    have hlt : Fintype.card {x : X // x ≠ x₀} < Fintype.card X :=
      Fintype.card_subtype_lt (x := x₀) (by simp)
    nlinarith
  obtain ⟨f, hf, hne⟩ := hex
  have hoff : ∀ x, x ≠ x₀ → oepResidual φ ψ D f x = 0 := fun x hx => congrFun hf ⟨x, hx⟩
  -- orthogonality supplies the condition at the remaining point
  have hsum : ∑ x, oepResidual φ ψ D f x = 0 := by
    simp only [oepResidual]
    rw [Finset.sum_comm]
    refine Finset.sum_eq_zero fun i _ => ?_
    rw [Finset.sum_comm]
    refine Finset.sum_eq_zero fun a _ => ?_
    calc ∑ x, f i a * φ i x * ψ a x / D i a
        = f i a / D i a * ∑ x, φ i x * ψ a x := by
          rw [Finset.mul_sum]
          exact Finset.sum_congr rfl fun x _ => by ring
      _ = 0 := by rw [horth i a, mul_zero]
  rw [Fintype.sum_eq_single x₀ hoff] at hsum
  refine ⟨f, hne, fun x => ?_, singlesEnergy_neg D f hD hne⟩
  by_cases hx : x = x₀
  · rw [hx, hsum]
  · exact hoff x hx

/-- The four Hadamard orbitals on four points. -/
def hadamard : Fin 4 → Fin 4 → ℝ :=
  ![![1/2, 1/2, 1/2, 1/2], ![1/2, -1/2, 1/2, -1/2],
    ![1/2, 1/2, -1/2, -1/2], ![1/2, -1/2, -1/2, 1/2]]

/-- The Hadamard orbitals are orthonormal. -/
theorem hadamard_orthonormal (p q : Fin 4) :
    ∑ x, hadamard p x * hadamard q x = if p = q then 1 else 0 := by
  fin_cases p <;> fin_cases q <;> norm_num [hadamard, Fin.sum_univ_succ]

/-- With the first two Hadamard orbitals occupied and the last two virtual, the OEP condition
at the four points amounts to two scalar equations for the ratios `f_ia / D_ia`. -/
theorem hadamard_oep_iff (D f : Fin 2 → Fin 2 → ℝ) :
    (∀ x, oepResidual ![hadamard 0, hadamard 1] ![hadamard 2, hadamard 3] D f x = 0) ↔
      f 0 0 / D 0 0 + f 1 1 / D 1 1 = 0 ∧ f 0 1 / D 0 1 + f 1 0 / D 1 0 = 0 := by
  -- the product of two Hadamard orbitals is half a Hadamard orbital
  have key : ∀ x, oepResidual ![hadamard 0, hadamard 1] ![hadamard 2, hadamard 3] D f x =
      1 / 2 * (hadamard 2 x * (f 0 0 / D 0 0 + f 1 1 / D 1 1) +
        hadamard 3 x * (f 0 1 / D 0 1 + f 1 0 / D 1 0)) := by
    intro x
    have h0 : hadamard 0 x = 1 / 2 := by fin_cases x <;> norm_num [hadamard]
    have r1 : hadamard 1 = ![1/2, -1/2, 1/2, -1/2] := rfl
    have r2 : hadamard 2 = ![1/2, 1/2, -1/2, -1/2] := rfl
    have r3 : hadamard 3 = ![1/2, -1/2, -1/2, 1/2] := rfl
    have h12 : hadamard 1 x * hadamard 2 x = hadamard 3 x / 2 := by
      rw [r1, r2, r3]
      fin_cases x <;> norm_num
    have h13 : hadamard 1 x * hadamard 3 x = hadamard 2 x / 2 := by
      rw [r1, r2, r3]
      fin_cases x <;> norm_num
    simp only [oepResidual, Fin.sum_univ_two]
    change f 0 0 * hadamard 0 x * hadamard 2 x / D 0 0 +
      f 0 1 * hadamard 0 x * hadamard 3 x / D 0 1 +
      (f 1 0 * hadamard 1 x * hadamard 2 x / D 1 0 +
      f 1 1 * hadamard 1 x * hadamard 3 x / D 1 1) = _
    rw [h0]
    linear_combination (f 1 0 / D 1 0) * h12 + (f 1 1 / D 1 1) * h13
  constructor
  · intro h
    have h0 := h 0
    have h1 := h 1
    rw [key, show hadamard 2 0 = 1 / 2 from rfl, show hadamard 3 0 = 1 / 2 from rfl] at h0
    rw [key, show hadamard 2 1 = 1 / 2 from rfl, show hadamard 3 1 = -1 / 2 from rfl] at h1
    constructor
    · linear_combination 2 * h0 + 2 * h1
    · linear_combination 2 * h0 - 2 * h1
  · rintro ⟨hA, hB⟩ x
    rw [key, hA, hB]
    ring

/-- For the Hadamard orbitals, two occupied and two virtual, with positive gaps, the nonzero
block `f = diag(D₀₀, -D₁₁)` satisfies the OEP condition at all four points, and its singles
energy is `-(D₀₀ + D₁₁)`, which is negative. -/
theorem hadamard_singles (D : Fin 2 → Fin 2 → ℝ) (hD : ∀ i a, 0 < D i a) :
    let f : Fin 2 → Fin 2 → ℝ := ![![D 0 0, 0], ![0, -D 1 1]]
    f ≠ 0 ∧
      (∀ x, oepResidual ![hadamard 0, hadamard 1] ![hadamard 2, hadamard 3] D f x = 0) ∧
      singlesEnergy D f = -(D 0 0 + D 1 1) ∧ singlesEnergy D f < 0 := by
  intro f
  have a := (hD 0 0).ne'
  have b := (hD 1 1).ne'
  have hf : f ≠ 0 := fun h => a (congrFun (congrFun h 0) 0)
  refine ⟨hf, (hadamard_oep_iff D f).2 ⟨?_, ?_⟩, ?_, singlesEnergy_neg D f hD hf⟩
  · change D 0 0 / D 0 0 + -D 1 1 / D 1 1 = 0
    rw [neg_div, div_self a, div_self b]
    norm_num
  · change (0 : ℝ) / D 0 1 + 0 / D 1 0 = 0
    simp
  · simp only [singlesEnergy, Fin.sum_univ_two]
    change -(D 0 0 ^ 2 / D 0 0 + 0 ^ 2 / D 0 1 +
      (0 ^ 2 / D 1 0 + (-D 1 1) ^ 2 / D 1 1)) = _
    have e1 : D 0 0 ^ 2 / D 0 0 = D 0 0 := by rw [sq, mul_self_div_self]
    have e2 : (-D 1 1) ^ 2 / D 1 1 = D 1 1 := by rw [neg_sq, sq, mul_self_div_self]
    rw [e1, e2]
    ring

end

end OEPSingles
```

```lean
#print axioms OEPSingles.oep_one_occupied
#print axioms OEPSingles.oep_leaves_singles
#print axioms OEPSingles.hadamard_orthonormal
#print axioms OEPSingles.hadamard_singles
```

```
'OEPSingles.oep_one_occupied' depends on axioms: [propext, Classical.choice, Quot.sound]
'OEPSingles.oep_leaves_singles' depends on axioms: [propext, Classical.choice, Quot.sound]
'OEPSingles.hadamard_orthonormal' depends on axioms: [propext, Classical.choice, Quot.sound]
'OEPSingles.hadamard_singles' depends on axioms: [propext, Classical.choice, Quot.sound]
```

## The condition as a statement about local potentials

Let \(\varphi_i\) be the occupied and \(\psi_a\) the virtual orbitals, all real. Let \(f_{ia}\) be the occupied-virtual elements of the Fock operator and \(D_{ia}\) the gaps, physically \(\varepsilon_a-\varepsilon_i\) in terms of the orbital energies. The file defines the residual and the singles energy as

\[
R(x)=\sum_{i,a}\frac{f_{ia}\,\varphi_i(x)\,\psi_a(x)}{D_{ia}},\qquad
E_{\rm s}=-\sum_{i,a}\frac{f_{ia}^2}{D_{ia}} .
\]

These are `oepResidual` and `singlesEnergy`. The finite types `O` and `V` label the orbitals and `X` is the set of points. The sums run over the spin orbitals of one spin, written as functions of the point \(x\) in space, so there is no factor of 2 for double occupancy, and grid sums have unit weight.

The OEP condition is \(R(x)=0\) for all \(x\). For a local potential \(v\) on a finite grid, with matrix elements \(v_{ia}=\sum_x\varphi_i(x)v(x)\psi_a(x)\), exchanging the sums gives

\[
\sum_x v(x)R(x)=\sum_{i,a}\frac{f_{ia}v_{ia}}{D_{ia}} .
\]

If \(R\) vanishes, so does the right side for every \(v\). Conversely, a potential equal to 1 at one point and 0 elsewhere picks out \(R\) at that point. This is `oep_iff_local_response`, where `Pi.single x 1` is the one-point potential. Physically, the right side is proportional to the first-order change of the determinant's energy when the local potential changes, so the condition expresses stationarity.

In the theorems \(f\) and \(D\) are free tables. No Fock operator is built from a Hamiltonian, and no potential is constructed that would produce a given \(f\).

## One nodeless occupied orbital

With a single occupied orbital \(\varphi\), the index \(i\) disappears and

\[
R(x)=\varphi(x)\sum_a\frac{f_a}{D_a}\psi_a(x).
\]

If \(\varphi(x)\neq0\) everywhere, the sum itself vanishes at every point. Linear independence of the virtuals then gives \(f_a/D_a=0\), and hence \(f_a=0\). The theorem `oep_one_occupied` follows these steps: `e` factors out the orbital, and `Fintype.linearIndependent_iff` makes the coefficients zero. The set of points may be infinite here, but the number of virtuals is finite. The nodeless hypothesis stands for the usual lowest orbital of a particle in a local potential.

It matters. On two points take \(\varphi=(1,0)\) and one virtual \(\psi=(0,1)\). They are orthonormal, but their product is zero at both points, so every \(f\) satisfies the condition. With \(D=1\) and \(f=1\) the singles energy is \(-1\).

## More couplings than equations

Now let there be \(m\ge2\) occupied and \(n\ge2\) virtual orbitals on a grid of \(N=m+n\) points, with every occupied orbital orthogonal to every virtual one. An orthonormal set of \(N\) orbitals, complete on the grid, is the natural case. Orthogonality gives

\[
\sum_x R(x)=\sum_{i,a}\frac{f_{ia}}{D_{ia}}\sum_x\varphi_i(x)\psi_a(x)=0 ,
\]

so if \(R\) vanishes at all points but one, it vanishes at the last one too. That leaves \(N-1\) linear equations for \(mn\) unknowns. Since \((m-1)(n-1)\ge1\), we have \(mn\ge m+n=N>N-1\), and a nonzero solution exists.

In `oep_leaves_singles` the linear map `L` sends \(f\) to its residuals away from one point `x₀`. If only \(f=0\) were sent to zero, `L` would be injective and \(mn\le N-1\); `nlinarith` refutes this. The identity `hsum` then supplies the equation at `x₀`.

With positive gaps, each term \(f_{ia}^2/D_{ia}\) is nonnegative, and a nonzero \(f\) makes at least one of them positive. Hence \(E_{\rm s}<0\), which is `singlesEnergy_neg`.

For RPA calculations this means that, in a model with as many grid points as orbitals and with \(f\) treated as free, the OEP condition by itself is no reason to set the singles term to zero. The number of points matters. With few virtual orbitals on a finer grid, the products \(\varphi_i\psi_a\) can be linearly independent, and then \(R=0\) at all points does force \(f=0\).

## Four Hadamard orbitals

The orbitals \(h_0,\dots,h_3\) on four points have values \(\pm\tfrac12\), and `hadamard_orthonormal` checks their overlaps case by case. Occupy \(h_0,h_1\); the virtual indices \(a=0,1\) then refer to \(h_2,h_3\). Because \(h_0=\tfrac12\), \(h_1h_2=\tfrac12h_3\) and \(h_1h_3=\tfrac12h_2\), writing \(r_{ia}=f_{ia}/D_{ia}\) gives

\[
R(x)=\tfrac12\big[h_2(x)(r_{00}+r_{11})+h_3(x)(r_{01}+r_{10})\big].
\]

At point 0 both \(h_2\) and \(h_3\) equal \(\tfrac12\); at point 1 they are \(\tfrac12\) and \(-\tfrac12\). Adding and subtracting these two equations shows that the condition is equivalent to

\[
r_{00}+r_{11}=0,\qquad r_{01}+r_{10}=0 .
\]

In `hadamard_oep_iff`, `key` is the formula for \(R\), and the `linear_combination` steps after `constructor` do the adding and subtracting.

The choice \(f=\mathrm{diag}(D_{00},-D_{11})\) has \(r_{00}=1\), \(r_{11}=-1\) and zero off-diagonal ratios, so it satisfies both equations. Its energy is

\[
E_{\rm s}=-\frac{D_{00}^2}{D_{00}}-\frac{D_{11}^2}{D_{11}}=-(D_{00}+D_{11})<0 ,
\]

as `hadamard_singles` states for any positive gaps.

For numbers, give \(h_0,h_1,h_2,h_3\) the energies \(-1,0,1,2\), so that the nodeless orbital \(h_0\) is the lowest. Then \(D_{00}=2\), \(D_{01}=3\), \(D_{10}=1\), \(D_{11}=2\), and \(f=\mathrm{diag}(2,-2)\). The residual is \(h_0h_2-h_1h_3\). Both products take the values \(\tfrac14,\tfrac14,-\tfrac14,-\tfrac14\) on the four points, so they cancel everywhere, while \(E_{\rm s}=-(4/2+4/2)=-4\).
